# At most $k(M-k+1)/M$ hard-core pairs occupy one geminal among $M$ levels

In the sector of a pairing model without broken pairs, or in a seniority-zero wavefunction for a molecule, each of $M$ spatial levels is either empty or filled by two electrons of opposite spin. With $k$ such pairs present, one can ask how many of them share a single two-electron function, a geminal spread over the levels. Bosons could put all $k$ particles into one mode. Electron pairs block the levels they fill, and for a normalised state and a unit geminal with $1 \le k \le M$ the occupation is at most
$$\frac{k(M-k+1)}{M} = k\left(1-\frac{k-1}{M}\right).$$
The same number bounds every eigenvalue of the pair density matrix, which gives a necessary condition for a matrix to be the pair block of the two-particle density matrix of a normalised pure seniority-zero state with $k$ pairs on finitely many levels, in the convention where the entries of that block are the expectation values $\langle b_p^\dagger b_q\rangle$ of the pair operators defined below.

## Finitely many levels, each empty or filled by one pair

This hypothesis is built into the definitions. The levels form a finite type `ι` with $M$ = `Fintype.card ι` elements. A configuration is the set $S$ of filled levels, so no level holds two pairs.

In Lean 4 with Mathlib:

```lean
import Mathlib

open Finset Matrix

namespace GeminalOccupation

noncomputable section

variable {ι : Type*} [Fintype ι] [DecidableEq ι]

/-- Configurations of `k` hard-core pairs: the `k`-element sets of levels. -/
def sector (ι : Type*) [Fintype ι] [DecidableEq ι] (k : ℕ) : Finset (Finset ι) :=
  univ.filter fun S => S.card = k
```

A state is a complex amplitude $\psi(S)$ for every set $S$, and $\|\psi\|_k^2 = \sum_{|S|=k} |\psi(S)|^2$ is its squared norm on the $k$-pair configurations. A geminal is a vector of complex coefficients $c_p$, one for each level $p$, with weight $w(A) = \sum_{p \in A} |c_p|^2$ on a set $A$ of levels. The total weight is $W$ = `weight c univ`.

```lean
/-- Squared norm of the `k`-pair amplitudes of `ψ`. -/
def normSq (k : ℕ) (ψ : Finset ι → ℂ) : ℝ := ∑ S ∈ sector ι k, ‖ψ S‖ ^ 2

/-- Weight `∑ |c_p|²` of the geminal coefficients on a set `A` of levels. -/
def weight (c : ι → ℂ) (A : Finset ι) : ℝ := ∑ p ∈ A, ‖c p‖ ^ 2
```

Write $T+p$ for `insert p T`. The operator $b_p$ removes the pair from level $p$: $(b_p\psi)(T) = \psi(T+p)$ for $p \notin T$, and $0$ otherwise. The geminal annihilator is $B_c = \sum_p c_p b_p$, so it removes a pair from the geminal with amplitudes $\overline{c_p}$.

```lean
/-- Hard-core pair annihilator `b_p` acting on amplitudes. -/
def lower (p : ι) (ψ : Finset ι → ℂ) (T : Finset ι) : ℂ :=
  if p ∈ T then 0 else ψ (insert p T)

/-- Geminal annihilator: `(B_c ψ)(T) = ∑_{p ∉ T} c_p ψ(T + p)`. -/
def geminal (c : ι → ℂ) (ψ : Finset ι → ℂ) (T : Finset ι) : ℂ :=
  ∑ p ∈ Tᶜ, c p * ψ (insert p T)
```

The index $n$ in the next two definitions counts the pairs left after removal. The occupation is $N_n(c,\psi) = \sum_{|T|=n} |(B_c\psi)(T)|^2$, the expectation $\langle B_c^\dagger B_c\rangle$ when $\|\psi\|_{n+1}^2 = 1$, and $\Gamma_{pq} = \sum_{|T|=n} \overline{(b_p\psi)(T)}\,(b_q\psi)(T)$ is $\langle b_p^\dagger b_q\rangle$.

```lean
/-- Geminal occupation: the squared norm of `B_c ψ` on the `n`-pair configurations. -/
def occupation (n : ℕ) (c : ι → ℂ) (ψ : Finset ι → ℂ) : ℝ := normSq n (geminal c ψ)

/-- Pair density matrix `Γ_pq = ⟨b_p ψ, b_q ψ⟩`, summed over `n`-pair configurations. -/
def pairDensity (n : ℕ) (ψ : Finset ι → ℂ) : Matrix ι ι ℂ :=
  Matrix.of fun p q => ∑ T ∈ sector ι n, star (lower p ψ T) * lower q ψ T
```

No fermion operators appear. Reading $b_p$ as a product of two electron annihilators, which commutes with $b_q$ and so produces no signs, is an interpretation of the definitions. The value $k(M-k+1)/M$ agrees with Yang's bound on the occupation of a unit geminal for $2k$ electrons in $2M$ spin orbitals, a statement about arbitrary states and geminals, whereas the theorems below concern states without broken pairs and geminals of the form $\sum_p c_p b_p$. That comparison, the counter-examples and the remark on equality are arguments in prose, not compiled theorems.

By hand, the hard core enters first through a change of summation. Filling an empty level $p$ of an $n$-set $T$ gives an $(n+1)$-set $S$ containing $p$, and removing $p$ from $S$ undoes it. Hence for any real function $g$
$$\sum_{|T|=n}\ \sum_{p \notin T} g(p, T+p) = \sum_{|S|=n+1}\ \sum_{p \in S} g(p,S).$$
`double_count` moves the sum over $p$ to the outside on both sides with `sum_comm'`, and for fixed $p$ gives `sum_bij'` the maps `insert p T` and `S.erase p`. The condition $p \notin T$ is what `card_insert_of_notMem` and `erase_insert` consume.

```lean
/-- Summing over an `n`-pair configuration and an empty level to be filled is the same as
summing over an `(n+1)`-pair configuration and one of its occupied levels. -/
theorem double_count (n : ℕ) (g : ι → Finset ι → ℝ) :
    ∑ T ∈ sector ι n, ∑ p ∈ Tᶜ, g p (insert p T)
      = ∑ S ∈ sector ι (n + 1), ∑ p ∈ S, g p S := by
  rw [sum_comm' (t' := univ) (s' := fun p => (sector ι n).filter fun T => p ∉ T)
      (by intro T p; simp),
    sum_comm' (s := sector ι (n + 1)) (t' := univ)
      (s' := fun p => (sector ι (n + 1)).filter fun S => p ∈ S) (by intro T p; simp)]
  refine sum_congr rfl fun p _ => ?_
  refine sum_bij' (fun T _ => insert p T) (fun S _ => S.erase p) ?_ ?_ ?_ ?_ ?_
  · intro T hT
    have h : T.card = n ∧ p ∉ T := by simpa [sector] using hT
    simp [sector, card_insert_of_notMem h.2, h.1]
  · intro S hS
    have h : S.card = n + 1 ∧ p ∈ S := by simpa [sector] using hS
    simp [sector, card_erase_of_mem h.2, h.1]
  · intro T hT
    exact erase_insert (mem_filter.mp hT).2
  · intro S hS
    exact insert_erase (mem_filter.mp hS).2
  · intro T _
    rfl
```

The phases are then discarded by the triangle inequality,
$$|(B_c\psi)(T)|^2 \le \Big(\sum_{p\notin T} |c_p|\,|\psi(T+p)|\Big)^2 .$$

```lean
/-- Each amplitude of `B_c ψ` is bounded by the same sum taken with moduli. -/
theorem geminal_sq_le (c : ι → ℂ) (ψ : Finset ι → ℂ) (T : Finset ι) :
    ‖geminal c ψ T‖ ^ 2 ≤ (∑ p ∈ Tᶜ, ‖c p‖ * ‖ψ (insert p T)‖) ^ 2 := by
  refine pow_le_pow_left₀ (norm_nonneg _) ?_ 2
  refine (norm_sum_le _ _).trans (le_of_eq ?_)
  exact sum_congr rfl fun p _ => norm_mul _ _
```

The first estimate applies Cauchy–Schwarz against the constant $1$ on the $M-n$ empty levels of $T$, which bounds the right side by $(M-n)\sum_{p\notin T}|c_p|^2|\psi(T+p)|^2$. Summing over $T$ and changing the summation with $g(p,S) = |c_p|^2|\psi(S)|^2$ gives
$$N_n \le (M-n)\,X, \qquad X = \sum_{|S|=n+1} w(S)\,|\psi(S)|^2 .$$
In the proof `hc` counts the empty levels through `card_compl`, where both finiteness and blocking show, and `sq_sum_le_card_mul_sum_sq` is the inequality.

```lean
/-- First estimate: the occupation is at most `M - n` times the geminal weight on the
occupied levels, summed with `|ψ|²` over `(n+1)`-pair configurations. -/
theorem occupation_le_occupied (n : ℕ) (c : ι → ℂ) (ψ : Finset ι → ℂ) :
    occupation n c ψ ≤ ((Fintype.card ι : ℝ) - n) *
      ∑ S ∈ sector ι (n + 1), weight c S * ‖ψ S‖ ^ 2 := by
  have h := double_count n fun p S => ‖c p‖ ^ 2 * ‖ψ S‖ ^ 2
  simp only [weight, sum_mul]
  rw [← h, mul_sum]
  refine sum_le_sum fun T hT => (geminal_sq_le c ψ T).trans ?_
  have hT' : T.card = n := by simpa [sector] using hT
  have hc : ((Tᶜ.card : ℕ) : ℝ) = (Fintype.card ι : ℝ) - n := by
    rw [card_compl, Nat.cast_sub (card_le_univ T), hT']
  -- Cauchy-Schwarz against the constant 1 on the empty levels
  refine sq_sum_le_card_mul_sum_sq.trans (le_of_eq ?_)
  rw [hc]
  simp only [mul_pow]
```

The second estimate applies Cauchy–Schwarz to $|c_p|$ against $|\psi(T+p)|$, which gives $w(T^c)\sum_{p\notin T}|\psi(T+p)|^2$, with $T^c$ the set of empty levels. For $S = T+p$ one has $w(T^c) = w(S^c) + |c_p|^2$. After the change of summation, the sum over the $n+1$ levels $p \in S$ turns $w(S^c)+|c_p|^2$ into $(n+1)\,w(S^c) + w(S)$:
$$N_n \le Y, \qquad Y = \sum_{|S|=n+1} \big((n+1)\,w(S^c) + w(S)\big)\,|\psi(S)|^2 .$$
The three `calc` steps are these three moves: `sum_mul_sq_le_sq_mul_sq` with `sum_erase_add` for splitting off $|c_p|^2$, the double count `h`, and the sum over $p \in S$ using `hS'`.

```lean
/-- Second estimate: the occupation is at most the sum with `|ψ|²` of `n+1` times the
geminal weight on the empty levels plus the weight on the occupied levels. -/
theorem occupation_le_empty (n : ℕ) (c : ι → ℂ) (ψ : Finset ι → ℂ) :
    occupation n c ψ ≤ ∑ S ∈ sector ι (n + 1),
      (((n : ℝ) + 1) * weight c Sᶜ + weight c S) * ‖ψ S‖ ^ 2 := by
  have h := double_count n fun p S => (weight c Sᶜ + ‖c p‖ ^ 2) * ‖ψ S‖ ^ 2
  calc occupation n c ψ
      ≤ ∑ T ∈ sector ι n, ∑ p ∈ Tᶜ,
          (weight c (insert p T)ᶜ + ‖c p‖ ^ 2) * ‖ψ (insert p T)‖ ^ 2 := by
        refine sum_le_sum fun T _ => (geminal_sq_le c ψ T).trans ?_
        -- Cauchy-Schwarz of `c` against `ψ`
        refine (sum_mul_sq_le_sq_mul_sq _ _ _).trans (le_of_eq ?_)
        rw [mul_sum]
        refine sum_congr rfl fun p hp => ?_
        rw [weight, compl_insert, sum_erase_add Tᶜ (fun q => ‖c q‖ ^ 2) hp]
    _ = _ := h
    _ = _ := by
        refine sum_congr rfl fun S hS => ?_
        have hS' : S.card = n + 1 := by simpa [sector] using hS
        rw [← sum_mul, sum_add_distrib, sum_const, hS', nsmul_eq_mul, Nat.cast_succ]
        rfl
```

Without the hard core the bound fails. Take $M = k = 2$, where it equals $1$. The only hard-core configuration is $\{1,2\}$, and for normalised $\psi$ and $c$ its occupation is $|c_2|^2 + |c_1|^2 = 1$. Two ordinary bosons both in level $1$ give occupation $2$ for the mode $c = (1,0)$.

## At least one pair

The hypothesis `hk : 1 ≤ k` says that there is a pair to remove. It lets one write $k = n+1$ with $n \ge 0$, and $n$ serves as a non-negative weight in mixing the two estimates. The first estimate sees only the weight on filled levels, and the second counts the weight on empty levels $n+1$ times and the weight on filled levels once. Multiply the first by $n$, the second by $M-n$, and add:
$$M\,N_n \le (M-n)\,(nX + Y).$$
In $nX+Y$ the weights $w(S)$ and $w(S^c)$ both have coefficient $n+1$, and $w(S) + w(S^c) = W$, so $nX+Y = (n+1)\,W\,\|\psi\|_{n+1}^2$. Dividing by $M$ and using $M-n = M-k+1$,
$$N_{k-1}(c,\psi) \le \frac{k(M-k+1)}{M}\,W\,\|\psi\|_k^2 .$$
This is `occupation_le`, for arbitrary complex $c$ and $\psi$. The proof spends `hk` in the opening `obtain`. Then `hA` and `hB` are the two scaled estimates, `hmix` is the evaluation of $nX+Y$, and the final `linear_combination` adds `hA`, `hB` and $M-n$ times `hmix`.

```lean
/-- For `1 ≤ k ≤ M` and any geminal `c`: `‖B_c ψ‖² ≤ k (M - k + 1) / M · ‖c‖² ‖ψ‖²` on
`k`-pair amplitudes over `M` levels. -/
theorem occupation_le (k : ℕ) (hk : 1 ≤ k) (hM : k ≤ Fintype.card ι) (c : ι → ℂ)
    (ψ : Finset ι → ℂ) :
    occupation (k - 1) c ψ ≤ k * ((Fintype.card ι : ℝ) - k + 1) / Fintype.card ι *
      (weight c univ * normSq k ψ) := by
  obtain ⟨n, rfl⟩ : ∃ n, k = n + 1 := ⟨k - 1, by omega⟩
  have hM' : (n : ℝ) + 1 ≤ Fintype.card ι := by exact_mod_cast hM
  have hn : (0 : ℝ) ≤ n := Nat.cast_nonneg n
  have hA := mul_le_mul_of_nonneg_left (occupation_le_occupied n c ψ) hn
  have hB := mul_le_mul_of_nonneg_left (occupation_le_empty n c ψ)
    (show (0 : ℝ) ≤ (Fintype.card ι : ℝ) - n by linarith)
  -- mixed with weights `n` and `M - n`, occupied and empty levels count equally
  have hmix : (n : ℝ) * ∑ S ∈ sector ι (n + 1), weight c S * ‖ψ S‖ ^ 2
      + ∑ S ∈ sector ι (n + 1), (((n : ℝ) + 1) * weight c Sᶜ + weight c S) * ‖ψ S‖ ^ 2
      = ((n : ℝ) + 1) * (weight c univ * normSq (n + 1) ψ) := by
    rw [normSq, mul_sum, mul_sum, mul_sum, ← sum_add_distrib]
    refine sum_congr rfl fun S _ => ?_
    have hw : weight c S + weight c Sᶜ = weight c univ := sum_add_sum_compl S _
    rw [← hw]
    ring
  rw [Nat.add_sub_cancel, div_mul_eq_mul_div, le_div_iff₀ (by linarith)]
  push_cast
  linear_combination hA + hB + ((Fintype.card ι : ℝ) - n) * hmix
```

At $k=0$ the statement as written is false, because natural-number subtraction makes `k - 1` equal to $0$ and the left side then reads the one-pair amplitudes. With $M=1$, $c_1 = 1$ and $\psi(\emptyset) = \psi(\{1\}) = 1$, both $W$ and $\|\psi\|_0^2$ equal $1$, the left side is $1$, and the bound is $0$. For $k \ge 1$ only the amplitudes on $k$-sets enter either side.

## No more pairs than levels

The hypothesis `hM : k ≤ Fintype.card ι` says that $k$ hard-core pairs fit. The derivation uses it twice in the mixing step: the weight $M-n$ must be non-negative for the second estimate to keep its direction, and $M$ must be positive for the division. In the proof its real-number form `hM'` supplies the sign condition inside `hB` and the positivity required by `le_div_iff₀`.

This hypothesis serves the argument and admits no counter-example. For $k > M$ there is no $k$-set, so $\|\psi\|_k^2 = 0$, and no $(k-1)$-set has an empty level, so both sides of `occupation_le` vanish. In the normalised theorems, $\|\psi\|_k^2 = 1$ already forces $k \le M$. At the ends of the range, $k=1$ and $k=M$, the bound equals $1$, including the smallest case $M=k=1$.

## Unit state and unit geminal

The hypotheses `hψ : normSq k ψ = 1` and `hc : weight c univ = 1` make $\psi$ a normalised $k$-pair state and $c$ a normalised two-electron function, so that $N_{k-1}$ is an expectation value in a unit mode. They are used only at the very end, by hand and in `pair_condensation_bound` alike, to replace the factor $W\,\|\psi\|_k^2$ by $1$.

```lean
/-- Hard-core pair condensation bound: for a normalised `k`-pair state on `M` levels and a
unit geminal, the geminal occupation is at most `k (M - k + 1) / M`. -/
theorem pair_condensation_bound (k : ℕ) (hk : 1 ≤ k) (hM : k ≤ Fintype.card ι) (c : ι → ℂ)
    (ψ : Finset ι → ℂ) (hc : weight c univ = 1) (hψ : normSq k ψ = 1) :
    occupation (k - 1) c ψ ≤ k * ((Fintype.card ι : ℝ) - k + 1) / Fintype.card ι := by
  have h := occupation_le k hk hM c ψ
  rwa [hc, hψ, mul_one, mul_one] at h
```

The occupation is quadratic in each argument, so neither condition can be dropped. For $M=k=1$ with $\psi(\{1\}) = 1$ and $c_1 = 2$, or with $\psi(\{1\}) = 2$ and $c_1 = 1$, the occupation is $4$ against a bound of $1$. The theorem is an inequality and says nothing on equality. Inserting the uniform values $c_p = M^{-1/2}$ and $\psi(S) = \binom{M}{k}^{-1/2}$ gives $\binom{M}{k-1}(M-k+1)^2 / \big(M\binom{M}{k}\big)$, which equals the bound.

## A non-zero eigenvector of the pair density matrix

Expanding $B_c = \sum_q c_q b_q$ in the squared modulus and exchanging the sums gives
$$c^\dagger \Gamma c = \sum_{p,q} \overline{c_p}\,\Gamma_{pq}\,c_q = \sum_{|T|=n} \Big|\sum_q c_q (b_q\psi)(T)\Big|^2 = N_n(c,\psi),$$
with no condition on $n$, $c$ or $\psi$. In `pairDensity_form`, `hB` is the expansion of $B_c$, `hz` writes $|z|^2$ as $\bar z z$, and the two `sum_comm` steps move the sum over $T$ inside.

```lean
/-- The geminal occupation is the quadratic form `c† Γ c` of the pair density matrix. -/
theorem pairDensity_form (n : ℕ) (c : ι → ℂ) (ψ : Finset ι → ℂ) :
    star c ⬝ᵥ pairDensity n ψ *ᵥ c = (occupation n c ψ : ℂ) := by
  have hz : ∀ z : ℂ, ((‖z‖ ^ 2 : ℝ) : ℂ) = star z * z := fun z => by
    rw [Complex.star_def, Complex.conj_mul', Complex.ofReal_pow]
  -- `B_c = ∑ c_p b_p`
  have hB : ∀ T, geminal c ψ T = ∑ p, c p * lower p ψ T := fun T => by
    have hT : Tᶜ = univ.filter fun p => p ∉ T := by ext; simp
    rw [geminal, hT, sum_filter]
    refine sum_congr rfl fun p _ => ?_
    by_cases h : p ∈ T <;> simp [lower, h]
  symm
  rw [occupation, normSq, Complex.ofReal_sum]
  simp only [hz]
  simp only [hB, star_sum, sum_mul_sum]
  simp only [dotProduct, mulVec, pairDensity, of_apply, Pi.star_apply, mul_sum, sum_mul]
  rw [sum_comm]
  refine sum_congr rfl fun p _ => ?_
  rw [sum_comm]
  refine sum_congr rfl fun q _ => sum_congr rfl fun T _ => ?_
  rw [star_mul']
  ring
```

Now let $n = k-1$ with $1 \le k \le M$ and $\|\psi\|_k^2 = 1$, and suppose $\Gamma c = \mu c$ for a complex number $\mu$, which is `hμ`. Then $c^\dagger\Gamma c = \mu W$, so $|\mu|\,W = N_{k-1} \le k(M-k+1)/M \cdot W$. The eigenvector need not be normalised, because `occupation_le` carries the factor $W$. The hypothesis `hc : c ≠ 0` gives $W > 0$, recorded as `hW`, and `le_of_mul_le_mul_right` cancels it. The equation $|\mu|\,W = N_{k-1}$ is `h1`. With $c = 0$ the equation $\Gamma c = \mu c$ holds for every $\mu$, for example $\mu = 2$ at $M=k=1$, where the bound is $1$. The conclusion of `pairDensity_eigenvalue_le` concerns the modulus $|\mu|$; that $\Gamma$ is Hermitian with non-negative eigenvalues is not part of the statement.

```lean
/-- Every eigenvalue of the pair density matrix of a normalised `k`-pair state on `M` levels
has modulus at most `k (M - k + 1) / M`. -/
theorem pairDensity_eigenvalue_le (k : ℕ) (hk : 1 ≤ k) (hM : k ≤ Fintype.card ι)
    (ψ : Finset ι → ℂ) (hψ : normSq k ψ = 1) (c : ι → ℂ) (hc : c ≠ 0) (μ : ℂ)
    (hμ : pairDensity (k - 1) ψ *ᵥ c = μ • c) :
    ‖μ‖ ≤ k * ((Fintype.card ι : ℝ) - k + 1) / Fintype.card ι := by
  have hz : ∀ z : ℂ, ((‖z‖ ^ 2 : ℝ) : ℂ) = star z * z := fun z => by
    rw [Complex.star_def, Complex.conj_mul', Complex.ofReal_pow]
  obtain ⟨p, hp⟩ := Function.ne_iff.mp hc
  have hW : 0 < weight c univ :=
    sum_pos' (fun q _ => sq_nonneg _) ⟨p, mem_univ p, pow_pos (norm_pos_iff.mpr hp) 2⟩
  have hcc : star c ⬝ᵥ c = (weight c univ : ℂ) := by
    rw [weight, Complex.ofReal_sum]
    exact sum_congr rfl fun q _ => (hz (c q)).symm
  have h := pairDensity_form (k - 1) c ψ
  rw [hμ, dotProduct_smul, hcc, smul_eq_mul] at h
  have h0 : 0 ≤ occupation (k - 1) c ψ := sum_nonneg fun T _ => sq_nonneg _
  have h1 := congrArg norm h
  rw [norm_mul, Complex.norm_real, Complex.norm_real, Real.norm_of_nonneg hW.le,
    Real.norm_of_nonneg h0] at h1
  have h2 := occupation_le k hk hM c ψ
  rw [hψ, mul_one, ← h1] at h2
  exact le_of_mul_le_mul_right h2 hW

end

end GeminalOccupation
```

```lean
#print axioms GeminalOccupation.pair_condensation_bound
#print axioms GeminalOccupation.pairDensity_eigenvalue_le
```

```
'GeminalOccupation.pair_condensation_bound' depends on axioms: [propext, Classical.choice, Quot.sound]
'GeminalOccupation.pairDensity_eigenvalue_le' depends on axioms: [propext, Classical.choice, Quot.sound]
```
